# The long-wave Coulomb potential of neutral, dipole-free point charges is direction-independent exactly when the second-moment tensor is isotropic

A plane-wave calculation builds the electrostatic potential from components \(4\pi\rho(G)/|G|^2\), where \(\rho(G)\) is the Fourier component of the charge at the reciprocal-lattice vector \(G\). At \(G=0\) the formula divides by zero, and the term must be assigned separately. Assigning it the long-wave limit of the same expression, with \(G\) replaced by a continuous wave vector \(q\to0\), requires that the limit exist and not depend on the direction of approach. For a finite set of point charges with zero total charge and zero dipole, standing for the contents of one cell, the limit along each direction exists and is fixed by the second moments of the charge; it is the same for all directions exactly when these moments are isotropic. The result belongs to the chosen set of charges: moving charges by lattice vectors leaves every \(\rho(G)\) unchanged but can change the dipole and the second moments.

## Charges, moments and the potential

```lean
import Mathlib

open Matrix Filter Topology

namespace LongWaveCoulomb

noncomputable section

variable {ι n : Type*} [Fintype ι] [Fintype n]
```

The type `ι` labels the charges, with index \(a\), and `n` labels the Cartesian axes, with indices \(i,j\). Both are finite, and the dimension \(d\) is the number of axes. A vector in \(\mathbb{R}^d\) is a function `n → ℝ`.

```lean
/-- Total charge `∑ z_a`. -/
def totalCharge (z : ι → ℝ) : ℝ := ∑ a, z a
```

The function `z` gives the real charge \(z_a\), of either sign, and \(Q=\sum_a z_a\).

```lean
/-- Dipole vector `∑ z_a r_a`. -/
def dipole (z : ι → ℝ) (r : ι → n → ℝ) : n → ℝ := fun i => ∑ a, z a * r a i
```

The number `r a i` is the component \(r_{ai}\) of the position \(r_a\), and the dipole \(P\) has components \(P_i=\sum_a z_a r_{ai}\).

```lean
/-- Second-moment tensor `∑ z_a r_a r_aᵀ`. -/
def secondMoment (z : ι → ℝ) (r : ι → n → ℝ) : Matrix n n ℝ :=
  Matrix.of fun i j => ∑ a, z a * (r a i * r a j)
```

This is the tensor \(M=\sum_a z_a r_a r_a^{\mathsf T}\), with entries \(M_{ij}=\sum_a z_a r_{ai}r_{aj}\). Its trace is kept, unlike that of the traceless quadrupole tensor.

```lean
/-- Fourier transform of the point charges, `ρ(q) = ∑ z_a exp(-i q·r_a)`. -/
def chargeFourier (z : ι → ℝ) (r : ι → n → ℝ) (q : n → ℝ) : ℂ :=
  ∑ a, (z a : ℂ) * Complex.exp (-(Complex.I * ((q ⬝ᵥ r a : ℝ) : ℂ)))
```

The symbol `⬝ᵥ` is the Euclidean dot product, and `(z a : ℂ)` reads a real number as complex. At a wave vector \(q\), \(\rho(q)=\sum_a z_a e^{-iq\cdot r_a}\). This fixes the sign of the phase and leaves out any division by the cell volume.

```lean
/-- Fourier component of the Coulomb potential, `4π ρ(q) / |q|²`. -/
def coulombFourier (z : ι → ℝ) (r : ι → n → ℝ) (q : n → ℝ) : ℂ :=
  4 * (Real.pi : ℂ) * chargeFourier z r q / ((q ⬝ᵥ q : ℝ) : ℂ)
```

Here \(V(q)=4\pi\rho(q)/(q\cdot q)\). The kernel \(4\pi/|q|^2\) is the three-dimensional Coulomb interaction in Gaussian or atomic units; it is postulated, and kept unchanged for every \(d\). The wave vector varies continuously, and no lattice sum, smooth electron density or screening enters.

```lean
/-- The long-wave potential along `u`, `-2π ∑ z_a (u·r_a)²`. -/
def longWave (z : ι → ℝ) (r : ι → n → ℝ) (u : n → ℝ) : ℝ :=
  -2 * Real.pi * ∑ a, z a * (u ⬝ᵥ r a) ^ 2
```

The candidate limit along a direction \(u\) is the real number \(L(u)=-2\pi\sum_a z_a(u\cdot r_a)^2\).

## Expanding the phase to second order

```lean
/-- For `|y| ≤ 1` the phase `exp(-i y)` differs from `1 - i y - y²/2` by at most `|y|³`. -/
theorem phase_bound (y : ℝ) (hy : |y| ≤ 1) :
    ‖Complex.exp (-(Complex.I * y)) - 1 + Complex.I * y + (y : ℂ) ^ 2 / 2‖ ≤ |y| ^ 3 := by
  have hx : ‖-(Complex.I * (y : ℂ))‖ = |y| := by
    rw [norm_neg, norm_mul, Complex.norm_I, one_mul, Complex.norm_real, Real.norm_eq_abs]
  have h := Complex.exp_bound (x := -(Complex.I * y)) (by rw [hx]; exact hy) (n := 3)
    (by norm_num)
  have e : ∀ x : ℂ, ∑ m ∈ Finset.range 3, x ^ m / (m.factorial : ℂ) = 1 + x + x ^ 2 / 2 := by
    intro x
    norm_num [Finset.sum_range_succ, Nat.factorial]
  have e2 : Complex.exp (-(Complex.I * y)) - 1 + Complex.I * y + (y : ℂ) ^ 2 / 2
      = Complex.exp (-(Complex.I * y))
        - (1 + -(Complex.I * y) + (-(Complex.I * (y : ℂ))) ^ 2 / 2) := by
    linear_combination ((y : ℂ) ^ 2 / 2) * Complex.I_sq
  rw [e, hx] at h
  rw [e2]
  refine h.trans (mul_le_of_le_one_right (by positivity) ?_)
  norm_num [Nat.factorial]
```

The statement is \(|e^{-iy}-1+iy+y^2/2|\le|y|^3\) for real \(y\) with \(|y|\le1\); the double bars denote the complex modulus. By hand, the first three terms of the exponential series at \(-iy\) are \(1-iy-y^2/2\), and the rest obeys
\[
\Big|\sum_{m\ge3}\frac{(-iy)^m}{m!}\Big|\le|y|^3\sum_{m\ge3}\frac1{m!}\le|y|^3 .
\]
In the code `Complex.exp_bound` supplies the tail estimate, `e` writes out the three terms, and `e2` uses \(i^2=-1\) to identify the quadratic one.

```lean
/-- The phase `exp(-i t s)` minus its terms of order zero and one, divided by `t²`,
tends to `-s²/2` as `t → 0`. -/
theorem phase_limit (s : ℝ) :
    Tendsto (fun t : ℝ => (Complex.exp (-(Complex.I * ((t * s : ℝ) : ℂ))) - 1
      + Complex.I * ((t * s : ℝ) : ℂ)) / (t : ℂ) ^ 2) (𝓝[≠] 0) (𝓝 (-(s : ℂ) ^ 2 / 2)) := by
  have c1 : Continuous (fun t : ℝ => |t * s|) := by fun_prop
  have c2 : Continuous (fun t : ℝ => |t| * |s| ^ 3) := by fun_prop
  have t1 : Tendsto (fun t : ℝ => |t * s|) (𝓝[≠] 0) (𝓝 0) :=
    (c1.tendsto' 0 0 (by simp)).mono_left nhdsWithin_le_nhds
  have t2 : Tendsto (fun t : ℝ => |t| * |s| ^ 3) (𝓝[≠] 0) (𝓝 0) :=
    (c2.tendsto' 0 0 (by simp)).mono_left nhdsWithin_le_nhds
  rw [tendsto_iff_norm_sub_tendsto_zero]
  refine squeeze_zero' (Eventually.of_forall fun _ => norm_nonneg _) ?_ t2
  filter_upwards [t1.eventually (gt_mem_nhds one_pos), self_mem_nhdsWithin] with t h1 h0
  have ht : t ≠ 0 := h0
  have htc : (t : ℂ) ≠ 0 := by exact_mod_cast ht
  have hb := phase_bound (t * s) h1.le
  generalize Complex.exp (-(Complex.I * ((t * s : ℝ) : ℂ))) = E at hb ⊢
  -- the error is the cubic remainder divided by `t²`
  have e : (E - 1 + Complex.I * ((t * s : ℝ) : ℂ)) / (t : ℂ) ^ 2 - (-(s : ℂ) ^ 2 / 2)
      = (E - 1 + Complex.I * ((t * s : ℝ) : ℂ) + ((t * s : ℝ) : ℂ) ^ 2 / 2) / (t : ℂ) ^ 2 := by
    push_cast
    field_simp
    ring
  rw [e, norm_div, norm_pow, Complex.norm_real, Real.norm_eq_abs,
    div_le_iff₀ (pow_pos (abs_pos.mpr ht) 2)]
  refine hb.trans (le_of_eq ?_)
  rw [abs_mul]
  ring
```

A statement of the form `Tendsto`, a function of \(t\), `(𝓝[≠] 0)`, and a target says that the function approaches the target as \(t\to0\) through nonzero real values of both signs. Excluding \(t=0\) means that Lean's convention for division by zero never affects a limit. For real \(s\) the claim is \((e^{-its}-1+its)/t^2\to-s^2/2\). Putting \(y=ts\), for \(t\neq0\) with \(|ts|<1\),
\[
\Big|\frac{e^{-its}-1+its}{t^2}+\frac{s^2}{2}\Big|=\frac{|e^{-its}-1+its+(ts)^2/2|}{t^2}\le\frac{|ts|^3}{t^2}=|t|\,|s|^3\to0 .
\]
The step `t1` makes \(|ts|<1\) for small \(t\), `e` is the first equality, `hb` the inequality, and `squeeze_zero'` concludes from `t2`, the vanishing of the bound.

```lean
/-- For charges `z_a` at points `s_a` of a line with zero charge and dipole,
`∑ z_a exp(-i t s_a) / t²` tends to `∑ z_a (-s_a²/2)` as `t → 0`. -/
theorem line_limit (z s : ι → ℝ) (h0 : ∑ a, z a = 0) (h1 : ∑ a, z a * s a = 0) :
    Tendsto (fun t : ℝ => (∑ a, (z a : ℂ) * Complex.exp (-(Complex.I * ((t * s a : ℝ) : ℂ))))
      / (t : ℂ) ^ 2) (𝓝[≠] 0) (𝓝 (∑ a, (z a : ℂ) * (-(s a : ℂ) ^ 2 / 2))) := by
  have h0c : ∑ a, (z a : ℂ) = 0 := by exact_mod_cast h0
  have h1c : ∑ a, (z a : ℂ) * (s a : ℂ) = 0 := by exact_mod_cast h1
  have H := tendsto_finsetSum Finset.univ
    (fun a _ => (phase_limit (s a)).const_mul (z a : ℂ))
  refine H.congr fun t => ?_
  -- the subtracted terms are the monopole and the dipole
  have key : ∑ a, (z a : ℂ) * (Complex.exp (-(Complex.I * ((t * s a : ℝ) : ℂ))) - 1
        + Complex.I * ((t * s a : ℝ) : ℂ))
      = ∑ a, (z a : ℂ) * Complex.exp (-(Complex.I * ((t * s a : ℝ) : ℂ))) - ∑ a, (z a : ℂ)
        + Complex.I * t * ∑ a, (z a : ℂ) * (s a : ℂ) := by
    rw [Finset.mul_sum, ← Finset.sum_sub_distrib, ← Finset.sum_add_distrib]
    refine Finset.sum_congr rfl fun a _ => ?_
    push_cast
    ring
  simp only [← mul_div_assoc]
  rw [← Finset.sum_div, key, h0c, h1c, mul_zero, sub_zero, add_zero]
```

Place the charges at points \(s_a\) of a line, with \(\sum_a z_a=0\) (`h0`) and \(\sum_a z_as_a=0\) (`h1`). Multiplying the previous limit by \(z_a\) and adding over the finitely many charges gives `H`. The numerators add up to
\[
\sum_a z_a\big(e^{-its_a}-1+its_a\big)=\sum_a z_ae^{-its_a}-\sum_a z_a+it\sum_a z_as_a ,
\]
which is `key`. The last two sums vanish, so \(t^{-2}\sum_a z_ae^{-its_a}\to-\tfrac12\sum_a z_as_a^2\).

## The limit along a fixed direction

```lean
/-- For zero total charge and dipole and a unit vector `u`, the Coulomb component
`4π ρ(t u)/|t u|²` tends to `-2π ∑ z_a (u·r_a)²` as `t → 0`. -/
theorem coulomb_longWave_limit (z : ι → ℝ) (r : ι → n → ℝ) (hQ : totalCharge z = 0)
    (hP : dipole z r = 0) (u : n → ℝ) (hu : u ⬝ᵥ u = 1) :
    Tendsto (fun t : ℝ => coulombFourier z r (t • u)) (𝓝[≠] 0) (𝓝 (longWave z r u : ℂ)) := by
  have hp : ∑ a, z a * (u ⬝ᵥ r a) = u ⬝ᵥ dipole z r := by
    simp only [dotProduct, dipole, Finset.mul_sum]
    rw [Finset.sum_comm]
    exact Finset.sum_congr rfl fun i _ => Finset.sum_congr rfl fun a _ => by ring
  rw [hP, dotProduct_zero] at hp
  have H := (line_limit z (fun a => u ⬝ᵥ r a) hQ hp).const_mul (4 * (Real.pi : ℂ))
  have e : (longWave z r u : ℂ)
      = 4 * (Real.pi : ℂ) * ∑ a, (z a : ℂ) * (-((u ⬝ᵥ r a : ℝ) : ℂ) ^ 2 / 2) := by
    unfold longWave
    push_cast
    rw [Finset.mul_sum, Finset.mul_sum]
    exact Finset.sum_congr rfl fun a _ => by ring
  rw [e]
  refine H.congr fun t => ?_
  have h1 : (t • u) ⬝ᵥ (t • u) = t ^ 2 := by
    rw [smul_dotProduct, dotProduct_smul, hu]
    simp only [smul_eq_mul]
    ring
  have h2 : ∀ a, (t • u) ⬝ᵥ r a = t * (u ⬝ᵥ r a) := fun a => by
    rw [smul_dotProduct, smul_eq_mul]
  simp only [coulombFourier, chargeFourier, h1, h2]
  rw [Complex.ofReal_pow, mul_div_assoc]
```

The hypotheses are \(Q=0\) (`hQ`), \(P=0\) (`hP`) and \(u\cdot u=1\) (`hu`), and `t • u` is the wave vector \(tu\). The conclusion is
\[
\lim_{t\to0}\frac{4\pi\rho(tu)}{t^2}=-2\pi\sum_a z_a(u\cdot r_a)^2 .
\]
The first two hypotheses describe a neutral, non-polar set of charges. They remove the orders \(4\pi Q/t^2\) and \(-4\pi i\,(u\cdot P)/t\) of the expansion of \(V(tu)\).

The argument projects onto \(u\). With \(s_a=u\cdot r_a\), the phase is \(tu\cdot r_a=ts_a\) (`h2`) and the denominator is \(tu\cdot tu=t^2\) (`h1`). The line dipole is \(\sum_a z_as_a=u\cdot P=0\) (`hp`). The result for the line applies, and multiplying it by \(4\pi\) turns \(-\tfrac12\) into \(-2\pi\) (`H` and `e`). The limit is taken along one straight line at a time; approach to \(q=0\) along other paths is not part of the statement.

```lean
/-- The long-wave potential is `-2π uᵀ M u` with `M` the second-moment tensor. -/
theorem longWave_eq_form (z : ι → ℝ) (r : ι → n → ℝ) (u : n → ℝ) :
    longWave z r u = -2 * Real.pi * (u ⬝ᵥ secondMoment z r *ᵥ u) := by
  unfold longWave
  congr 1
  symm
  calc u ⬝ᵥ secondMoment z r *ᵥ u
      = ∑ i, ∑ j, ∑ a, z a * ((u i * r a i) * (u j * r a j)) := by
        simp only [dotProduct, mulVec, secondMoment, of_apply, Finset.mul_sum, Finset.sum_mul]
        exact Finset.sum_congr rfl fun i _ => Finset.sum_congr rfl fun j _ =>
          Finset.sum_congr rfl fun a _ => by ring
    _ = ∑ i, ∑ a, ∑ j, z a * ((u i * r a i) * (u j * r a j)) :=
        Finset.sum_congr rfl fun i _ => Finset.sum_comm
    _ = ∑ a, ∑ i, ∑ j, z a * ((u i * r a i) * (u j * r a j)) := Finset.sum_comm
    _ = ∑ a, z a * (u ⬝ᵥ r a) ^ 2 := by
        refine Finset.sum_congr rfl fun a _ => ?_
        unfold dotProduct
        rw [sq, Finset.sum_mul_sum]
        simp only [Finset.mul_sum]
```

The symbol `*ᵥ` applies a matrix to a vector, so this reads \(L(u)=-2\pi\,u^{\mathsf T}Mu\) for every vector \(u\), with no condition on the charges. It follows by reordering finite sums:
\[
u^{\mathsf T}Mu=\sum_{i,j}\sum_a z_a(u_ir_{ai})(u_jr_{aj})=\sum_a z_a\Big(\sum_iu_ir_{ai}\Big)^2 .
\]
The two uses of `Finset.sum_comm` move the sum over \(a\) outward past \(j\) and then \(i\).

## Isotropy of the second moments

```lean
variable [DecidableEq n]

/-- A real symmetric tensor has `uᵀ M u = c` for every unit vector `u` iff `M = c 1`. -/
theorem form_const_iff (M : Matrix n n ℝ) (hM : M.IsSymm) (c : ℝ) :
    (∀ u : n → ℝ, u ⬝ᵥ u = 1 → u ⬝ᵥ M *ᵥ u = c) ↔ M = c • (1 : Matrix n n ℝ) := by
  have hs : ∀ x : n → ℝ, (c • (1 : Matrix n n ℝ)) *ᵥ x = c • x := fun x => by
    ext i
    simp [mulVec, dotProduct, one_apply]
  refine ⟨fun hc => ?_, fun h u hu => by rw [h, hs, dotProduct_smul, hu, smul_eq_mul, mul_one]⟩
  -- rescaling extends the identity from unit vectors to all vectors
  have hN : ∀ x : n → ℝ, x ⬝ᵥ (M - c • (1 : Matrix n n ℝ)) *ᵥ x = 0 := by
    intro x
    by_cases hx : x = 0
    · simp [hx]
    have hnn : 0 ≤ x ⬝ᵥ x := Finset.sum_nonneg fun i _ => mul_self_nonneg _
    have hne : x ⬝ᵥ x ≠ 0 := fun h => hx (dotProduct_self_eq_zero.mp h)
    obtain ⟨k, hk⟩ : ∃ k : ℝ, k * k * (x ⬝ᵥ x) = 1 := ⟨(Real.sqrt (x ⬝ᵥ x))⁻¹, by
      rw [← mul_inv, Real.mul_self_sqrt hnn, inv_mul_cancel₀ hne]⟩
    have h := hc (k • x) (by
      rw [smul_dotProduct, dotProduct_smul]
      simp only [smul_eq_mul]
      linear_combination hk)
    rw [mulVec_smul, smul_dotProduct, dotProduct_smul] at h
    rw [sub_mulVec, dotProduct_sub, hs, dotProduct_smul]
    simp only [smul_eq_mul] at h ⊢
    linear_combination (x ⬝ᵥ x) * h - (x ⬝ᵥ M *ᵥ x) * hk
  have hsym : ∀ i j, (M - c • (1 : Matrix n n ℝ)) i j = (M - c • (1 : Matrix n n ℝ)) j i := by
    intro i j
    by_cases h : i = j
    · rw [h]
    · simp only [Matrix.sub_apply, Matrix.smul_apply, Matrix.one_apply_ne h,
        Matrix.one_apply_ne (Ne.symm h)]
      rw [hM.apply i j]
  rw [← sub_eq_zero]
  generalize M - c • (1 : Matrix n n ℝ) = N at hN hsym ⊢
  -- polarisation with basis vectors
  have he : ∀ i j, (Pi.single i 1 : n → ℝ) ⬝ᵥ N *ᵥ (Pi.single j 1) = N i j := fun i j => by
    simp [dotProduct, mulVec, Pi.single_apply]
  ext i j
  have h := hN (Pi.single i 1 + Pi.single j 1)
  have hi := hN (Pi.single i 1)
  have hj := hN (Pi.single j 1)
  simp only [mulVec_add, add_dotProduct, dotProduct_add, he] at h hi hj
  have hij := hsym i j
  rw [Matrix.zero_apply]
  linarith
```

For any real symmetric \(M\) and real \(c\), the form \(u^{\mathsf T}Mu\) equals \(c\) on all unit vectors if and only if \(M=c\,\mathbb 1\), with \(\mathbb 1\) the identity matrix. If \(M=c\,\mathbb 1\), then \(u^{\mathsf T}Mu=c\,u\cdot u=c\). For the converse set \(N=M-c\,\mathbb 1\). A vector \(x\neq0\) has the unit vector \(kx\) with \(k=1/\sqrt{x\cdot x}\), so \(k^2x^{\mathsf T}Mx=c\), hence \(x^{\mathsf T}Mx=c\,x\cdot x\) and \(x^{\mathsf T}Nx=0\). The case \(x=0\) is immediate, and together these are `hN`. Let \(e_i\), written `Pi.single i 1`, be the basis vector of axis \(i\). Then \(x=e_i\) gives \(N_{ii}=0\), and \(x=e_i+e_j\) gives
\[
N_{ii}+N_{ij}+N_{ji}+N_{jj}=0 .
\]
For \(i\neq j\) the corresponding unit direction is \((e_i+e_j)/\sqrt2\), on which the form of \(M\) is \(\tfrac12(M_{ii}+M_{jj})+M_{ij}\). Symmetry (`hsym`) leaves \(2N_{ij}=0\), and `linarith` solves these linear equations. For \(d\ge2\) symmetry is needed, because a nonzero antisymmetric part of \(M\) does not contribute to the form; for \(d\le1\) every matrix is symmetric.

```lean
/-- For zero total charge and dipole, `4π ρ(t u)/|t u|²` has one and the same limit as `t → 0`
for all unit vectors `u` iff the second-moment tensor is a multiple of the identity. -/
theorem direction_independent_iff (z : ι → ℝ) (r : ι → n → ℝ) (hQ : totalCharge z = 0)
    (hP : dipole z r = 0) :
    (∃ V : ℂ, ∀ u : n → ℝ, u ⬝ᵥ u = 1 →
        Tendsto (fun t : ℝ => coulombFourier z r (t • u)) (𝓝[≠] 0) (𝓝 V)) ↔
      ∃ c : ℝ, secondMoment z r = c • (1 : Matrix n n ℝ) := by
  have hS : (secondMoment z r).IsSymm := by
    unfold Matrix.IsSymm
    ext i j
    simp only [transpose_apply, secondMoment, of_apply]
    exact Finset.sum_congr rfl fun a _ => by ring
  constructor
  · rintro ⟨V, hV⟩
    refine ⟨V.re / (-2 * Real.pi), (form_const_iff _ hS _).mp fun u hu => ?_⟩
    have h := tendsto_nhds_unique (coulomb_longWave_limit z r hQ hP u hu) (hV u hu)
    have h2 : longWave z r u = V.re := by rw [← h, Complex.ofReal_re]
    rw [longWave_eq_form] at h2
    rw [eq_div_iff (mul_ne_zero (by norm_num) Real.pi_ne_zero)]
    linear_combination h2
  · rintro ⟨c, hc⟩
    refine ⟨((-2 * Real.pi * c : ℝ) : ℂ), fun u hu => ?_⟩
    have h := coulomb_longWave_limit z r hQ hP u hu
    rwa [longWave_eq_form, (form_const_iff _ hS c).mpr hc u hu] at h
```

For \(Q=0\) and \(P=0\), the left side says that one complex number \(V_0\), called `V` in the code, is the limit of \(V(tu)\) for every unit \(u\). The right side says that \(M=c\,\mathbb 1\) for some real \(c\). Suppose \(V_0\) exists. Limits are unique (`tendsto_nhds_unique`), so \(L(u)=V_0\) for each unit \(u\), and taking real parts gives \(u^{\mathsf T}Mu=\operatorname{Re}V_0/(-2\pi)\). Since \(M\) is symmetric (`hS`), the previous theorem yields \(M=c\,\mathbb 1\) with this constant. Conversely, if \(M=c\,\mathbb 1\), every direction has the limit \(-2\pi c\). For \(d=1\) both sides always hold, since \(M\) is a single number.

```lean
/-- If the second-moment tensor is `c 1`, the long-wave potential along any unit vector in
dimension `d` is `-(2π/d) ∑ z_a |r_a|²`. -/
theorem isotropic_value (z : ι → ℝ) (r : ι → n → ℝ) (c : ℝ)
    (hM : secondMoment z r = c • (1 : Matrix n n ℝ)) (u : n → ℝ) (hu : u ⬝ᵥ u = 1) :
    longWave z r u = -(2 * Real.pi / Fintype.card n) * ∑ a, z a * (r a ⬝ᵥ r a) := by
  have hd : (Fintype.card n : ℝ) ≠ 0 := by
    rcases isEmpty_or_nonempty n with h | h
    · simp [dotProduct] at hu
    · exact Nat.cast_ne_zero.mpr Fintype.card_ne_zero
  -- the trace fixes `c`
  have h1 : ∑ a, z a * (r a ⬝ᵥ r a) = ∑ i, secondMoment z r i i := by
    simp only [dotProduct, secondMoment, of_apply, Finset.mul_sum]
    exact Finset.sum_comm
  have h2 : ∑ i, secondMoment z r i i = Fintype.card n * c := by
    rw [hM]
    simp
  have h3 : (c • (1 : Matrix n n ℝ)) *ᵥ u = c • u := by
    ext i
    simp [mulVec, dotProduct, one_apply]
  rw [longWave_eq_form, h1, h2, hM, h3, dotProduct_smul, hu, smul_eq_mul]
  field_simp
```

If \(M=c\,\mathbb 1\) and \(u\) is a unit vector, then
\[
L(u)=-\frac{2\pi}{d}\sum_a z_a|r_a|^2 ,
\]
with \(d\) written `Fintype.card n`. The trace can be computed twice: \(\operatorname{tr}M=\sum_a z_a|r_a|^2\) (`h1`) and \(\operatorname{tr}M=dc\) (`h2`). This fixes \(c\), and \(L(u)=-2\pi c\). A unit vector forces \(d\ge1\) (`hd`). The statement concerns \(L\) and assumes nothing about \(Q\) or \(P\); when both vanish, `coulomb_longWave_limit` makes this value the limit of the potential.

## Two arrangements in the plane

```lean
/-- Unit charges at `±e₁`, `±e₂` with charge `-4` at the origin have zero charge and dipole
and second-moment tensor `2·1`. -/
theorem isotropic_witness :
    let z : Fin 5 → ℝ := ![1, 1, 1, 1, -4]
    let r : Fin 5 → Fin 2 → ℝ := ![![1, 0], ![-1, 0], ![0, 1], ![0, -1], ![0, 0]]
    totalCharge z = 0 ∧ dipole z r = 0 ∧ secondMoment z r = (2 : ℝ) • 1 := by
  refine ⟨by norm_num [totalCharge, Fin.sum_univ_succ], ?_, ?_⟩
  · ext i
    fin_cases i <;> simp [dipole, Fin.sum_univ_succ]
  · ext i j
    fin_cases i <;> fin_cases j <;> simp [secondMoment, Fin.sum_univ_succ] <;> norm_num
```

The notation `![1, 0]` lists the components of a vector; it is the \(e_1\) of the comment. Four unit charges at \((\pm1,0)\) and \((0,\pm1)\) surround \(-4\) at the origin. The total is \(4-4=0\), equal charges at opposite positions cancel in \(P\), each diagonal entry of \(M\) collects \(1+1=2\), and the off-diagonal entries vanish because every charge lies on an axis. So \(M=2\cdot\mathbb 1\) in \(d=2\), and inserting \(c=2\) in \(-2\pi c\) gives \(-4\pi\) for all directions of the plane. The isotropy holds only in \(d=2\): placed in three-dimensional space, the same charges have \(M=\operatorname{diag}(2,2,0)\), and the limit along the normal to the plane is \(0\).

```lean
/-- Unit charges at `±e₁` with charge `-2` at the origin have zero charge and dipole; the
long-wave potential is `-4π` along `e₁` and `0` along `e₂`. -/
theorem anisotropic_witness :
    let z : Fin 3 → ℝ := ![1, 1, -2]
    let r : Fin 3 → Fin 2 → ℝ := ![![1, 0], ![-1, 0], ![0, 0]]
    totalCharge z = 0 ∧ dipole z r = 0 ∧
      longWave z r ![1, 0] = -4 * Real.pi ∧ longWave z r ![0, 1] = 0 := by
  refine ⟨by norm_num [totalCharge, Fin.sum_univ_succ], ?_, ?_, ?_⟩
  · ext i
    fin_cases i <;> simp [dipole, Fin.sum_univ_succ]
  · simp [longWave, dotProduct, Fin.sum_univ_succ]
    ring
  · simp [longWave, dotProduct, Fin.sum_univ_succ]

end

end LongWaveCoulomb
```

Unit charges at \((\pm1,0)\) with \(-2\) at the origin form a linear quadrupole with \(Q=0\) and \(P=0\). Along \(u=(1,0)\) the projections are \(1,-1,0\) and \(L=-2\pi(1+1)=-4\pi\). Along \(u=(0,1)\) all projections vanish and \(L=0\). Neutrality and a vanishing dipole therefore leave room for two directions with different long-wave potentials.

```lean
#print axioms LongWaveCoulomb.longWave_eq_form
#print axioms LongWaveCoulomb.direction_independent_iff
#print axioms LongWaveCoulomb.isotropic_value
```

```
'LongWaveCoulomb.longWave_eq_form' depends on axioms: [propext, Classical.choice, Quot.sound]
'LongWaveCoulomb.direction_independent_iff' depends on axioms: [propext, Classical.choice, Quot.sound]
'LongWaveCoulomb.isotropic_value' depends on axioms: [propext, Classical.choice, Quot.sound]
```
